# The rotation constant of a gauge transition function fixes its winding number modulo n

Take a Weyl point on an n-fold rotation axis of a crystal, and surround it by a small sphere in momentum space. A band that is isolated on this sphere has a Chern number. If that number is not zero, no single continuous, nowhere-vanishing choice of Bloch state covers the sphere. Two choices are needed, one for a northern and one for a southern patch, and on the circle where the patches meet they differ by a phase factor exp(i f(t)), with t the angle along the circle. The rotation leaves the two poles fixed, so the band has a rotation eigenvalue at each. What do these two eigenvalues say about the Chern number?

For non-interacting electrons in one isolated band, with two patches glued along a single circle, their ratio determines the Chern number modulo n. The derivation below starts from the phase f alone and brings in the Bloch states afterwards.

## A phase on the circle and its symmetry

```lean
import Mathlib

open Complex (I)
open scoped Real

namespace RotationIndicatorChern
```

The first line loads the mathematical library Mathlib. The next two make the names `I` and `π` available for the imaginary unit and for pi.

```lean
/-- A rotation by the angle `α` multiplies the transition function `exp (i f)` by the constant
`lam`. -/
def RotationCovariant (α : ℝ) (lam : ℂ) (f : ℝ → ℝ) : Prop :=
  ∀ t : ℝ, Complex.exp (f (t + α) * I) = lam * Complex.exp (f t * I)
```

This definition names a property, which is what `Prop` indicates. For a real angle α, a complex number λ (written `lam`) and a real function f, it says that for every real t

exp(i f(t+α)) = λ exp(i f(t)).

Rotating by α multiplies the transition function by a constant. The phase f is defined on the whole real line, as an unwrapped angle.

```lean
/-- The phase `f` grows by `2π C` between `0` and `2π`, with `C` an integer. -/
def HasWinding (f : ℝ → ℝ) (C : ℤ) : Prop :=
  f (2 * π) - f 0 = 2 * π * C
```

The second property says that f grows by an integer multiple of 2π over one turn:

f(2π) − f(0) = 2πC.

When f is continuous, the integer C is the winding number of exp(i f). Up to a sign set by orientation and gauge conventions, it equals the Chern number of the band, which is the integral of the Berry curvature over the sphere divided by 2π. This last identification is standard physics, used here as an interpretation and not proved.

```lean
/-- The order `n` of a rotation with `n α = 2π` is not zero. -/
lemma order_ne_zero {n : ℕ} {α : ℝ} (hα : n * α = 2 * π) : (n : ℝ) ≠ 0 := by
  intro h0
  rw [h0, zero_mul] at hα
  exact Real.two_pi_pos.ne hα
```

The rotation angle is specified by nα = 2π, with n a natural number. This lemma records that n = 0 is then impossible, since it would give 0 = 2π. The case n = 1 is allowed.

## Every rotation step adds the same phase

```lean
/-- For a continuous, rotation-covariant phase, the gain `f (t + α) - f t` is the same at every `t`.
-/
theorem phase_increment_const {α : ℝ} {lam : ℂ} {f : ℝ → ℝ} (hf : Continuous f)
    (h : RotationCovariant α lam f) (t : ℝ) : f (t + α) - f t = f α - f 0 := by
  -- increments at different points differ by multiples of 2π
  have key : ∀ s : ℝ, ∃ k : ℤ, f (s + α) - f s - (f α - f 0) = k * (2 * π) := by
    intro s
    have h0 : Complex.exp (f (0 + α) * I) = lam * Complex.exp (f 0 * I) := h 0
    have hs : Complex.exp (f (s + α) * I) = lam * Complex.exp (f s * I) := h s
    rw [zero_add] at h0
    have e : Complex.exp ((f (s + α) : ℂ) * I + (f 0 : ℂ) * I)
        = Complex.exp ((f α : ℂ) * I + (f s : ℂ) * I) := by
      rw [Complex.exp_add, Complex.exp_add, hs, h0]
      ring
    obtain ⟨k, hk⟩ := Complex.exp_eq_exp_iff_exists_int.1 e
    refine ⟨k, ?_⟩
    have hc : (f (s + α) : ℂ) - f s - (f α - f 0) = k * (2 * π) := by
      apply mul_right_cancel₀ Complex.I_ne_zero
      linear_combination hk
    exact_mod_cast hc
  by_contra hne
  have hc : Continuous fun s => (f (s + α) - f s - (f α - f 0)) ^ 2 := by fun_prop
  obtain ⟨k, hk⟩ := key t
  have hk0 : k ≠ 0 := by
    intro hz
    rw [hz, Int.cast_zero, zero_mul] at hk
    exact hne (by linarith)
  have hk1 : (1 : ℝ) ≤ (k : ℝ) ^ 2 := by
    have h1 : 0 < k ^ 2 := by positivity
    have h2 : 1 ≤ k ^ 2 := h1
    exact_mod_cast h2
  have hlow : (f (0 + α) - f 0 - (f α - f 0)) ^ 2 ≤ 2 * π ^ 2 := by
    rw [zero_add, sub_self]
    nlinarith [sq_nonneg π]
  have hhigh : 2 * π ^ 2 ≤ (f (t + α) - f t - (f α - f 0)) ^ 2 := by
    rw [hk]
    nlinarith [mul_le_mul_of_nonneg_right hk1 (sq_nonneg π), sq_nonneg π]
  -- a jump would force a forbidden intermediate value
  have hmem : 2 * π ^ 2 ∈ Set.range fun s => (f (s + α) - f s - (f α - f 0)) ^ 2 :=
    mem_range_of_exists_le_of_exists_ge hc ⟨0, hlow⟩ ⟨t, hhigh⟩
  obtain ⟨s, hs⟩ := hmem
  have hs' : (f (s + α) - f s - (f α - f 0)) ^ 2 = 2 * π ^ 2 := hs
  obtain ⟨j, hj⟩ := key s
  rw [hj] at hs'
  have hr : 2 * (j : ℝ) ^ 2 = 1 := by
    apply mul_right_cancel₀ (pow_ne_zero 2 Real.pi_ne_zero)
    linear_combination hs' / 2
  have hz : 2 * j ^ 2 = 1 := by exact_mod_cast hr
  generalize j ^ 2 = q at hz
  omega
```

The theorem says that if f is continuous and rotation-covariant, then for every t

f(t+α) − f(t) = f(α) − f(0).

By hand, let g(s) = f(s+α) − f(s) − (f(α) − f(0)). The symmetry relation at s and at 0 gives

exp(i(f(s+α) + f(0))) = λ exp(i f(s)) exp(i f(0)) = exp(i(f(α) + f(s))),

so g(s) is an integer multiple of 2π for every s. This is the statement `key` in the proof.

Now g(0) = 0. Suppose that g(t) = 2πk with k ≠ 0 at some t. Then g² is a continuous function that equals 0 at one point and at least 4π² at another, so it takes the value 2π² somewhere. There g = 2πj for an integer j, hence 4π²j² = 2π², or 2j² = 1, which no integer satisfies. Working with g² treats upward and downward jumps together.

In Lean, `by_contra` introduces the supposition, `mem_range_of_exists_le_of_exists_ge` is the intermediate value theorem, and `omega` refutes the final integer equation. The recurring tactic `linear_combination` checks that an equation follows algebraically from the ones it is given.

Continuity is essential. Let f(t) = 0 for t < 2π and f(t) = 2π for t ≥ 2π. Then exp(i f(t)) = 1 everywhere, so λ = 1, while f(2π) − f(0) = 2π gives C = 1. The increment over a step α > 0 is 2π at t = 2π − α but 0 at t = 2π, so it is not constant. For n ≥ 2 the example also violates the formula λ = exp(2πiC/n) proved below.

```lean
/-- After `k` rotation steps from `0`, a continuous, rotation-covariant phase has grown by `k` times
its first increment. -/
theorem phase_after_steps {α : ℝ} {lam : ℂ} {f : ℝ → ℝ} (hf : Continuous f)
    (h : RotationCovariant α lam f) (k : ℕ) : f (k * α) = f 0 + k * (f α - f 0) := by
  induction k with
  | zero => simp
  | succ k ih =>
    have hstep := phase_increment_const hf h (k * α)
    rw [show ((k + 1 : ℕ) : ℝ) * α = k * α + α by push_cast; ring]
    push_cast
    linear_combination hstep + ih
```

Adding k equal increments gives

f(kα) = f(0) + k(f(α) − f(0)).

The proof is by induction: the case k = 0 is immediate, and the step from k to k + 1 uses the previous theorem at t = kα.

## The constant λ and the winding number

```lean
/-- For an `n`-fold rotation and a continuous phase, the constant `lam` relating the transition
function at rotated points is `exp (2π i C / n)`, where `C` is the winding number. -/
theorem eigenvalue_ratio_eq {n : ℕ} {α : ℝ} (hα : n * α = 2 * π) {lam : ℂ} {f : ℝ → ℝ} {C : ℤ}
    (hf : Continuous f) (h : RotationCovariant α lam f) (hC : HasWinding f C) :
    lam = Complex.exp (2 * π * I * C / n) := by
  have hn := order_ne_zero hα
  have hs := phase_after_steps hf h n
  rw [hα] at hs
  have hC' : f (2 * π) - f 0 = 2 * π * C := hC
  -- n equal increments add up to the full winding
  have hinc : f α - f 0 = 2 * π * C / n := by
    rw [eq_div_iff hn]
    linear_combination hC' - hs
  have hc : (f α : ℂ) - f 0 = 2 * π * C / n := by exact_mod_cast hinc
  have h0 : Complex.exp (f (0 + α) * I) = lam * Complex.exp (f 0 * I) := h 0
  rw [zero_add] at h0
  apply mul_right_cancel₀ (Complex.exp_ne_zero ((f 0 : ℂ) * I))
  rw [← h0, ← Complex.exp_add]
  congr 1
  linear_combination I * hc
```

This is the central result. The names in parentheses and braces before the colon are the data and hypotheses: nα = 2π, continuity, covariance and winding number C. The conclusion is

λ = exp(2πiC/n).

By hand, set k = n in the previous formula. Since nα = 2π,

2πC = f(2π) − f(0) = n(f(α) − f(0)),

so f(α) − f(0) = 2πC/n. The symmetry relation at t = 0 reads exp(i f(α)) = λ exp(i f(0)), and dividing by exp(i f(0)) gives the result. The Lean proof obtains the increment as `hinc` and then cancels the same non-zero exponential.

The increment also gives C numerically, provided that the states have first been put into a continuous gauge on each patch, with constant rotation factors. The eigenvectors returned by a diagonalisation routine have arbitrary phases and cannot be used directly. On a grid of points along the circle, one can add up the phase differences of exp(i f) between neighbours, each taken between −π and π. If the grid is fine enough that the true differences lie in this range, the sum over one sector from 0 to α is 2πC/n, which yields C itself. Knowing only λ yields C modulo n.

```lean
/-- Two transition functions with continuous phases, covariant under the same `n`-fold rotation,
have equal rotation constants exactly when their winding numbers agree modulo `n`. -/
theorem ratio_eq_iff_chern_modEq {n : ℕ} {α : ℝ} (hα : n * α = 2 * π) {lam₁ lam₂ : ℂ}
    {f₁ f₂ : ℝ → ℝ} {C₁ C₂ : ℤ} (hf₁ : Continuous f₁) (hf₂ : Continuous f₂)
    (h₁ : RotationCovariant α lam₁ f₁) (h₂ : RotationCovariant α lam₂ f₂)
    (hC₁ : HasWinding f₁ C₁) (hC₂ : HasWinding f₂ C₂) :
    lam₁ = lam₂ ↔ C₁ ≡ C₂ [ZMOD n] := by
  have hn : (n : ℂ) ≠ 0 := by exact_mod_cast order_ne_zero hα
  rw [eigenvalue_ratio_eq hα hf₁ h₁ hC₁, eigenvalue_ratio_eq hα hf₂ h₂ hC₂,
    Complex.exp_eq_exp_iff_exists_int, Int.modEq_iff_dvd]
  constructor
  · rintro ⟨k, hk⟩
    rw [div_add' _ _ _ hn, div_left_inj' hn] at hk
    have hc : (C₁ : ℂ) = C₂ + k * n := by
      apply mul_left_cancel₀ Complex.two_pi_I_ne_zero
      linear_combination hk
    have hz : C₁ = C₂ + k * n := by exact_mod_cast hc
    exact ⟨-k, by linear_combination -hz⟩
  · rintro ⟨k, hk⟩
    have hz : (C₂ : ℂ) - C₁ = n * k := by exact_mod_cast hk
    refine ⟨-k, ?_⟩
    rw [div_add' _ _ _ hn, div_left_inj' hn]
    push_cast
    linear_combination (-2 * π * I) * hz
```

For two phases with the same rotation angle, the symbol `↔` states an equivalence: λ₁ = λ₂ exactly when C₁ and C₂ agree modulo n.

By the previous theorem, λ₁ = λ₂ means exp(2πiC₁/n) = exp(2πiC₂/n). Two exponentials are equal exactly when their exponents differ by an integer multiple of 2πi, so

C₁/n = C₂/n + k, that is, C₁ = C₂ + kn

for some integer k. The two bulleted parts of the proof are the two directions. Mathlib expresses the congruence as divisibility of C₂ − C₁ by n, which is why −k appears. For n = 1 every pair of integers is congruent, and λ carries no information.

```lean
/-- A phase growing linearly with slope `C`, with an `n`-fold symmetric ripple of amplitude `s`. -/
noncomputable def ripplePhase (n : ℕ) (C : ℤ) (s t : ℝ) : ℝ :=
  C * t + s * Real.sin (n * t)
```

This defines an example phase with a ripple of real amplitude s:

f(t) = Ct + s sin(nt).

```lean
/-- For every integer `C` and every ripple amplitude, the rippled phase is continuous, covariant
under the `n`-fold rotation and winds `C` times. -/
theorem ripplePhase_witness {n : ℕ} {α : ℝ} (hα : n * α = 2 * π) (C : ℤ) (s : ℝ) :
    Continuous (ripplePhase n C s) ∧
      RotationCovariant α (Complex.exp (2 * π * I * C / n)) (ripplePhase n C s) ∧
      HasWinding (ripplePhase n C s) C := by
  have hn := order_ne_zero hα
  refine ⟨by unfold ripplePhase; fun_prop, fun t => ?_, ?_⟩
  · have hstep : ripplePhase n C s (t + α) = ripplePhase n C s t + C * α := by
      unfold ripplePhase
      rw [show (n : ℝ) * (t + α) = n * t + 2 * π by linear_combination hα,
        Real.sin_add_two_pi]
      ring
    have hr : α = 2 * π / n := by
      rw [eq_div_iff hn]
      linear_combination hα
    have hc : (α : ℂ) = 2 * π / n := by exact_mod_cast hr
    rw [hstep, ← Complex.exp_add]
    congr 1
    push_cast
    rw [hc]
    ring
  · have hsin : Real.sin (n * (2 * π)) = 0 := by
      rw [show (n : ℝ) * (2 * π) = ((2 * n : ℕ) : ℝ) * π by push_cast; ring]
      exact Real.sin_nat_mul_pi _
    unfold HasWinding ripplePhase
    rw [hsin, mul_zero (n : ℝ), Real.sin_zero]
    ring
```

The example satisfies all the hypotheses for every integer C and every s. Since n(t+α) = nt + 2π, the sine is unchanged by the rotation, and

f(t+α) = f(t) + Cα = f(t) + 2πC/n.

This gives the required λ. The sine also vanishes at t = 0 and t = 2π, so f grows by 2πC over one turn and the winding number is C. Every integer is therefore realised, including all those that share one value of λ.

## Bloch states in two gauges

```lean
/-- Two families of vectors `uN`, `uS` indexed by a real angle, with `uS` nowhere zero and `uN = exp
(i f) uS`; the linear map `R` takes each vector to the one at the angle `t + α`, times the constant
factor `a` for `uN` and `b` for `uS`. -/
structure PatchGauges {V : Type*} [AddCommGroup V] [Module ℂ V] (R : V →ₗ[ℂ] V) (α : ℝ)
    (a b : ℂ) (f : ℝ → ℝ) (uN uS : ℝ → V) : Prop where
  ne : ∀ t, uS t ≠ 0
  north : ∀ t, R (uN t) = a • uN (t + α)
  south : ∀ t, R (uS t) = b • uS (t + α)
  glue : ∀ t, uN t = Complex.exp (f t * I) • uS t
```

A `structure` bundles several conditions. Here `uN` and `uS` assign to each angle t a vector in a complex vector space V, and R is a linear map on V. The conditions are

uS(t) ≠ 0,
R uN(t) = a uN(t+α),
R uS(t) = b uS(t+α),
uN(t) = exp(i f(t)) uS(t).

The middle two express the rotation symmetry of a non-degenerate band: R carries the state at one momentum to a multiple of the state at the rotated momentum. That the factors a and b do not depend on t is a condition on the gauges. When such a gauge extends with the same factor to the pole of its patch, the factor is the rotation eigenvalue there, because the pole does not move.

No Hamiltonian, inner product or normalisation enters, and V may have any dimension. R is the same map at every momentum.

```lean
/-- For an `n`-fold rotation and a continuous gluing phase with winding number `C`, the rotation
factor `b` of `uS` is `exp (2π i C / n)` times the rotation factor `a` of `uN`. -/
theorem patch_eigenvalues {V : Type*} [AddCommGroup V] [Module ℂ V] {R : V →ₗ[ℂ] V}
    {n : ℕ} {α : ℝ} (hα : n * α = 2 * π) {a b : ℂ} {f : ℝ → ℝ} {uN uS : ℝ → V} {C : ℤ}
    (g : PatchGauges R α a b f uN uS) (hf : Continuous f) (hC : HasWinding f C) :
    b = Complex.exp (2 * π * I * C / n) * a := by
  -- rotate the gluing relation and compare coefficients
  have key : ∀ t, Complex.exp (f t * I) * b = a * Complex.exp (f (t + α) * I) := by
    intro t
    have h1 := g.north t
    rw [g.glue t, g.glue (t + α), map_smul, g.south t, smul_smul, smul_smul] at h1
    exact smul_left_injective ℂ (g.ne (t + α)) h1
  by_cases ha : a = 0
  · have h0 := key 0
    rw [ha, zero_mul] at h0
    rw [ha, mul_zero]
    exact (mul_eq_zero.1 h0).resolve_left (Complex.exp_ne_zero _)
  · have hcov : RotationCovariant α (b / a) f := by
      intro t
      rw [div_mul_eq_mul_div, eq_div_iff ha]
      linear_combination -(key t)
    exact (div_eq_iff ha).1 (eigenvalue_ratio_eq hα hf hcov hC)
```

The conclusion for the states is

b = exp(2πiC/n) a.

By hand, apply R to uN(t) in two ways:

R uN(t) = a exp(i f(t+α)) uS(t+α),
R uN(t) = exp(i f(t)) b uS(t+α).

Since uS(t+α) is not zero, the coefficients agree, which is `key` in the proof. If a ≠ 0, this is the covariance relation with λ = b/a, and the central result applies. If a = 0, then b = 0 as well and the equation holds; for an invertible rotation this case does not arise.

In a band-structure calculation, one evaluates the rotation operator in the band's eigenstate at each pole, where its eigenvalue does not depend on the gauge. With n = 4 and b/a = i, the winding number is 1 modulo 4: it may be 1, 5 or −3. Indicator formulas for a two-dimensional Brillouin zone combine eigenvalues at several symmetric momenta on a torus, and need an argument beyond this single circle.

```lean
/-- The two-component vectors `(exp (iCt), 1)` and `(1, exp (-iCt))`, with the linear map `diag (1,
exp (-iCα))`, satisfy the patch relations with gluing phase `C t`. -/
theorem patchGauges_witness (C : ℤ) (α : ℝ) :
    PatchGauges (V := ℂ × ℂ)
      (LinearMap.prodMap LinearMap.id
        (Complex.exp ((-(C * α) : ℝ) * I) • (LinearMap.id : ℂ →ₗ[ℂ] ℂ)))
      α (Complex.exp ((-(C * α) : ℝ) * I)) 1 (fun t => C * t)
      (fun t => (Complex.exp ((C * t : ℝ) * I), 1))
      (fun t => (1, Complex.exp ((-(C * t) : ℝ) * I))) where
  ne := by
    intro t h
    have h1 : (1 : ℂ) = 0 := congrArg Prod.fst h
    exact one_ne_zero h1
  north := by
    intro t
    refine Prod.ext ?_ rfl
    show Complex.exp ((C * t : ℝ) * I)
      = Complex.exp ((-(C * α) : ℝ) * I) * Complex.exp ((C * (t + α) : ℝ) * I)
    rw [← Complex.exp_add]
    congr 1
    push_cast
    ring
  south := by
    intro t
    refine Prod.ext (mul_one (1 : ℂ)).symm ?_
    show Complex.exp ((-(C * α) : ℝ) * I) * Complex.exp ((-(C * t) : ℝ) * I)
      = 1 * Complex.exp ((-(C * (t + α)) : ℝ) * I)
    rw [one_mul, ← Complex.exp_add]
    congr 1
    push_cast
    ring
  glue := by
    intro t
    refine Prod.ext (mul_one _).symm ?_
    show (1 : ℂ) = Complex.exp ((C * t : ℝ) * I) * Complex.exp ((-(C * t) : ℝ) * I)
    rw [← Complex.exp_add, ← Complex.exp_zero]
    congr 1
    push_cast
    ring

end RotationIndicatorChern
```

An explicit family satisfies the patch conditions for every integer C and every α. Divided by √2 to normalise them, the states are

uN(t) = (exp(iCt), 1)/√2,
uS(t) = (1, exp(−iCt))/√2,

with R = diag(1, exp(−iCα)), a = exp(−iCα), b = 1 and f(t) = Ct. The proof checks each condition component by component, by adding exponents. When nα = 2π, the ratio is b/a = exp(iCα) = exp(2πiC/n), in agreement with the theorem.

```lean
#print axioms RotationIndicatorChern.ratio_eq_iff_chern_modEq
#print axioms RotationIndicatorChern.patch_eigenvalues
```

```
'RotationIndicatorChern.ratio_eq_iff_chern_modEq' depends on axioms: [propext, Classical.choice, Quot.sound]
'RotationIndicatorChern.patch_eigenvalues' depends on axioms: [propext, Classical.choice, Quot.sound]
```
